# A 1s trial orbital for hydrogen in a quadratic confinement has one optimal exponent, and it exceeds 1

**Q:** Take hydrogen in the extra potential \((r/r_0)^2\), with \(r\) the distance from the nucleus and \(r_0=\sqrt3/2\), all in atomic units. You say that the trial orbital \(e^{-zr}\) with exponent \(z>0\) has mean energy \(E(z)=z^2/2-z+4/z^2\), and that \(z=2\) is best. A vanishing derivative at 2 would not convince me that the minimum is global.

**A:** Compare 2 with any other exponent \(w>0\). Since \(E(2)=1\),

\[
E(w)-E(2)=\frac{(w-2)^2\,(w^2+2w+2)}{2w^2},
\]

which is positive unless \(w=2\). The same factorisation works for every \(r_0>0\).

**Q:** First derive the energy for general \(r_0\).

**A:** Write \(\psi=e^{-zr}\). Then \(\psi'=-z\psi\) and \(\psi''=z^2\psi\), so the radial Hamiltonian gives

\[
H\psi=-\tfrac12\Big(\psi''+\tfrac2r\psi'\Big)-\frac{\psi}{r}+\frac{r^2}{r_0^2}\psi
=\Big(-\frac{z^2}{2}+\frac{z-1}{r}+\frac{r^2}{r_0^2}\Big)\psi .
\]

With \(\int_0^\infty r^n e^{-2zr}dr=n!/(2z)^{n+1}\), the norm integral \(\int_0^\infty r^2\psi^2dr\) is \(1/(4z^3)\), and

\[
\int_0^\infty r^2\,\psi H\psi\,dr=-\frac{z^2}{2}\cdot\frac{1}{4z^3}+\frac{z-1}{4z^2}+\frac{3}{4z^5r_0^2}.
\]

Dividing by the norm gives

\[
E(z)=\frac{z^2}{2}-z+\frac{3}{z^2r_0^2}.
\]

**Q:** And the minimum?

**A:** Setting \(E'(z)=z-1-6/(z^3r_0^2)\) to zero gives \(z^3(z-1)=6/r_0^2\). Call the right side \(c\). The left side is 0 at \(z=1\) and at least \(c\) at \(z=1+c\), so there is a root above 1. For such a root, replace \(3/r_0^2\) by \(z^3(z-1)/2\) in both energies:

\[
\begin{aligned}
E(w)-E(z)&=\frac{w-z}{2w^2}\big[w^2(w+z-2)-z(z-1)(w+z)\big]\\
&=\frac{(w-z)^2\big(w^2+2(z-1)w+z(z-1)\big)}{2w^2}.
\end{aligned}
\]

Every term in the quadratic factor is positive, so the root is the strict global minimiser \(\zeta(r_0)\). Above 1, \(z^3(z-1)\) increases strictly with \(z\), while \(6/r_0^2\) falls as \(r_0\) grows; hence \(\zeta\) decreases strictly. Finally, \(0<\zeta-1\le\zeta^3(\zeta-1)=6/r_0^2\) forces \(\zeta\to1\) as \(r_0\to\infty\), and then \(r_0^2(\zeta-1)=6/\zeta^3\to6\).

**Q:** That I accept. My doubt is whether the Lean file is about this atom or merely about a function of \(z\) that somebody typed in.

**A:** It starts from the orbital and the operator.

```lean
import Mathlib

open MeasureTheory Set Filter Topology

namespace ConfinedHydrogen

noncomputable section

/-- The unnormalised 1s trial orbital `exp(-z r)` with exponent `z`. -/
def trial (z r : ℝ) : ℝ := Real.exp (-z * r)
```

**Q:** This orbital isn't normalised.

**A:** The normalised one is \(\sqrt{z^3/\pi}\,e^{-zr}\). The prefactor cancels because the energy is a quotient.

```lean
/-- The Hamiltonian of hydrogen with confinement `(r/r0)^2`, acting on a spherically symmetric
orbital, in atomic units; its domain is `r > 0` and `r0 > 0`. -/
def hamiltonian (r0 : ℝ) (ψ : ℝ → ℝ) (r : ℝ) : ℝ :=
  -(1 / 2) * (deriv (deriv ψ) r + 2 / r * deriv ψ r) - ψ r / r + (r / r0) ^ 2 * ψ r
```

**A:** `deriv` is the actual derivative, so the kinetic energy comes from differentiating the orbital. The nuclear charge is 1. The last term is the confinement, which penalises the orbital's tail and reaches one hartree at \(r=r_0\).

```lean
/-- The mean energy of the trial orbital, `⟨ψ|H|ψ⟩ / ⟨ψ|ψ⟩` with volume element `r^2 dr`;
its domain is `z > 0` and `r0 > 0`. -/
def energy (r0 z : ℝ) : ℝ :=
  (∫ r in Ioi (0 : ℝ), r ^ 2 * (trial z r * hamiltonian r0 (trial z) r)) /
    ∫ r in Ioi (0 : ℝ), r ^ 2 * trial z r ^ 2
```

**A:** `Ioi (0 : ℝ)` is the half-line \(r>0\). The volume element is \(r^2dr\); the angular factor \(4\pi\) would appear in both integrals and cancels.

**Q:** What does "unique minimiser" mean here? A stationary point?

**A:** No derivative with respect to \(z\) enters the definition:

```lean
/-- The exponent `z > 0` has strictly lower energy than every other positive exponent. -/
def IsUniqueMinimiser (r0 z : ℝ) : Prop :=
  0 < z ∧ ∀ w, 0 < w → w ≠ z → energy r0 z < energy r0 w
```

**A:** The exponent must be positive and have strictly lower energy than every other positive exponent. The main theorem, `confined_orbital_exponent`, says that there is a function `ζ` which gives such an exponent for every \(r_0>0\), with \(\zeta>1\) and \(\zeta^3(\zeta-1)=6/r_0^2\). It also says that `ζ` is strictly decreasing on positive radii and tends to 1 as \(r_0\to\infty\).

**Q:** So is this the ground state of confined hydrogen?

**A:** No, it is the best orbital within a one-parameter family. The theorems make no statement about the exact ground state or its energy. Density-functional tight binding uses confining potentials to make compressed atomic basis orbitals, and this result shows that compression in a model with one electron, one exponent and no self-consistent field.

**Q:** Then take me through the proof, starting with the integrals.

```lean
/-- For `a > 0` the radial integral of `r^n exp(-a r)` over the half-line is `n!/a^(n+1)`. -/
theorem integral_pow_mul_exp (n : ℕ) {a : ℝ} (ha : 0 < a) :
    ∫ r in Ioi (0 : ℝ), r ^ n * Real.exp (-(a * r)) = (Nat.factorial n : ℝ) / a ^ (n + 1) := by
  have h := Real.integral_rpow_mul_exp_neg_mul_Ioi (by positivity : (0 : ℝ) < (n : ℝ) + 1) ha
  have e : (1 / a) ^ ((n : ℝ) + 1) = (1 / a) ^ (n + 1) := by
    exact_mod_cast Real.rpow_natCast (1 / a) (n + 1)
  simp only [add_sub_cancel_right, Real.rpow_natCast] at h
  rw [h, e, Real.Gamma_nat_eq_factorial, one_div_pow]
  ring
```

**A:** This is the factorial formula, obtained from Mathlib's Gamma integral by turning real powers into natural ones. Next comes the action of the Hamiltonian:

```lean
/-- Away from the nucleus, `r` times the Hamiltonian acting on the trial orbital is the orbital
times `-z^2 r/2 + (z - 1) + r (r/r0)^2`. -/
theorem hamiltonian_trial (r0 z : ℝ) {r : ℝ} (hr : r ≠ 0) :
    r * hamiltonian r0 (trial z) r =
      (-z ^ 2 / 2 * r + (z - 1) + r * (r / r0) ^ 2) * trial z r := by
  have h1 : ∀ x, HasDerivAt (trial z) (-z * trial z x) x := fun x =>
    (((hasDerivAt_id' x).const_mul (-z)).exp).congr_deriv (by simp only [trial]; ring)
  have h2 : deriv (trial z) = fun x => -z * trial z x := funext fun x => (h1 x).deriv
  have h3 : deriv (deriv (trial z)) r = -z * (-z * trial z r) := by
    rw [h2]
    exact ((h1 r).const_mul (-z)).deriv
  have hrr : r * r⁻¹ = 1 := mul_inv_cancel₀ hr
  simp only [hamiltonian, h3, (h1 r).deriv, div_eq_mul_inv]
  linear_combination (z - 1) * trial z r * hrr
```

**A:** `h1` is \(\psi'=-z\psi\) and `h3` is the second derivative. The identity is multiplied by \(r\), so the \(1/r\) terms become the constant \(z-1\); the final `linear_combination` uses only \(r\cdot r^{-1}=1\).

**Q:** Where do the two meet?

```lean
/-- For `z > 0` the mean energy of the trial orbital is `z^2/2 - z + 3/(z^2 r0^2)`. -/
theorem energy_eq (r0 : ℝ) {z : ℝ} (hz : 0 < z) :
    energy r0 z = z ^ 2 / 2 - z + 3 / (z ^ 2 * r0 ^ 2) := by
  have J := fun n : ℕ => integral_pow_mul_exp n (by positivity : 0 < 2 * z)
  -- an integral with a nonzero value belongs to an integrable function
  have I : ∀ n : ℕ, Integrable (fun r : ℝ => r ^ n * Real.exp (-(2 * z * r)))
      (volume.restrict (Ioi 0)) := by
    intro n
    by_contra h
    have h0 := integral_undef h
    rw [J n] at h0
    exact (by positivity : (Nat.factorial n : ℝ) / (2 * z) ^ (n + 1) ≠ 0) h0
  have split : ∀ f g h : ℝ → ℝ, Integrable f (volume.restrict (Ioi 0)) →
      Integrable g (volume.restrict (Ioi 0)) → Integrable h (volume.restrict (Ioi 0)) →
      ∀ a b c : ℝ, ∫ r in Ioi (0 : ℝ), (a * f r + b * g r + c * h r) =
        a * (∫ r in Ioi (0 : ℝ), f r) + b * (∫ r in Ioi (0 : ℝ), g r)
          + c * ∫ r in Ioi (0 : ℝ), h r := by
    intro f g h hf hg hh a b c
    have hfg : Integrable (fun r => a * f r + b * g r) (volume.restrict (Ioi 0)) :=
      (hf.const_mul a).add (hg.const_mul b)
    rw [integral_add hfg (hh.const_mul c), integral_add (hf.const_mul a) (hg.const_mul b),
      integral_const_mul, integral_const_mul, integral_const_mul]
  have hexp : ∀ r, Real.exp (-(2 * z * r)) = trial z r ^ 2 := by
    intro r
    rw [trial, sq, ← Real.exp_add]
    congr 1
    ring
  have num : ∫ r in Ioi (0 : ℝ), r ^ 2 * (trial z r * hamiltonian r0 (trial z) r) =
      ∫ r in Ioi (0 : ℝ), (-z ^ 2 / 2 * (r ^ 2 * Real.exp (-(2 * z * r)))
        + (z - 1) * (r ^ 1 * Real.exp (-(2 * z * r)))
        + (r0⁻¹) ^ 2 * (r ^ 4 * Real.exp (-(2 * z * r)))) := by
    refine setIntegral_congr_fun measurableSet_Ioi ?_
    intro r hr
    have hH := hamiltonian_trial r0 z (ne_of_gt (mem_Ioi.mp hr))
    simp only [hexp]
    linear_combination r * trial z r * hH
  have den : ∫ r in Ioi (0 : ℝ), r ^ 2 * trial z r ^ 2 =
      (Nat.factorial 2 : ℝ) / (2 * z) ^ (2 + 1) := by
    simpa only [hexp] using J 2
  have f2 : (Nat.factorial 2 : ℝ) = 2 := by norm_num [Nat.factorial]
  have f1 : (Nat.factorial 1 : ℝ) = 1 := by norm_num [Nat.factorial]
  have f4 : (Nat.factorial 4 : ℝ) = 24 := by norm_num [Nat.factorial]
  have e3 : 3 / (z ^ 2 * r0 ^ 2) = 3 / z ^ 2 * (r0⁻¹) ^ 2 := by ring
  rw [energy, num, den, split _ _ _ (I 2) (I 1) (I 4), J 2, J 1, J 4, f1, f2, f4, e3]
  generalize r0⁻¹ = c
  field_simp
  ring
```

**A:** Here. `num` rewrites the numerator as a single integral of a sum of terms with \(r^2\), \(r^1\) and \(r^4\), `split` turns it into a combination of three integrals, and `den` evaluates the norm integral. Splitting needs integrability, which `I` gets from the values already computed: Lean assigns the integral 0 to a non-integrable function, and these integrals are nonzero. `field_simp` and `ring` then do the division that gave \(E(z)\) above.

**Q:** And the factorisation that settled the case \(z=2\)?

```lean
/-- If `z > 0` satisfies `z^3 (z - 1) = 6/r0^2`, the energy of any exponent `w > 0` relative to
that of `z` is `(w - z)^2 (w^2 + 2 (z - 1) w + z (z - 1)) / (2 w^2)`. -/
theorem energy_sub {r0 z w : ℝ} (hz : 0 < z) (hw : 0 < w) (h : z ^ 3 * (z - 1) = 6 / r0 ^ 2) :
    energy r0 w - energy r0 z =
      (w - z) ^ 2 * (w ^ 2 + 2 * (z - 1) * w + z * (z - 1)) / (2 * w ^ 2) := by
  have e : ∀ x : ℝ, 3 / (x ^ 2 * r0 ^ 2) = z ^ 3 * (z - 1) / (2 * x ^ 2) := by
    intro x
    rw [h]
    ring
  rw [energy_eq r0 hw, energy_eq r0 hz, e w, e z]
  field_simp
  ring
```

**A:** The auxiliary `e` replaces the confinement term by \(z^3(z-1)/(2x^2)\) for both exponents, and the rest is algebra. The existence of a root is a separate lemma:

```lean
/-- For every `r0 > 0` some exponent `z > 1` satisfies `z^3 (z - 1) = 6/r0^2`. -/
theorem exists_stationary {r0 : ℝ} (hr : 0 < r0) :
    ∃ z : ℝ, 1 < z ∧ z ^ 3 * (z - 1) = 6 / r0 ^ 2 := by
  have hc : 0 < 6 / r0 ^ 2 := by positivity
  generalize 6 / r0 ^ 2 = c at hc ⊢
  have hcont : ContinuousOn (fun z : ℝ => z ^ 3 * (z - 1)) (Icc 1 (1 + c)) := by fun_prop
  have hp : 1 ≤ (1 + c) ^ 3 := one_le_pow₀ (by linarith)
  have hmem : c ∈ Icc ((1 : ℝ) ^ 3 * (1 - 1)) ((1 + c) ^ 3 * (1 + c - 1)) :=
    ⟨by linarith, by nlinarith⟩
  obtain ⟨z, hz, h⟩ := intermediate_value_Icc (by linarith : (1 : ℝ) ≤ 1 + c) hcont hmem
  have h' : z ^ 3 * (z - 1) = c := h
  refine ⟨z, lt_of_le_of_ne hz.1 ?_, h'⟩
  intro h1
  rw [← h1] at h'
  linarith
```

**A:** It applies the intermediate value theorem on \([1,1+c]\). The root is not 1 itself, because the left side vanishes there and \(c>0\).

**Q:** So a root above 1 is a minimiser. Could there be a minimiser that is not such a root?

```lean
/-- For `r0 > 0`, an exponent is the unique minimiser of the energy among positive exponents
exactly when it exceeds 1 and satisfies `z^3 (z - 1) = 6/r0^2`. -/
theorem isUniqueMinimiser_iff {r0 z : ℝ} (hr : 0 < r0) :
    IsUniqueMinimiser r0 z ↔ 1 < z ∧ z ^ 3 * (z - 1) = 6 / r0 ^ 2 := by
  have key : ∀ x : ℝ, 1 < x → x ^ 3 * (x - 1) = 6 / r0 ^ 2 → IsUniqueMinimiser r0 x := by
    intro x hx h
    have hx0 : 0 < x := by linarith
    refine ⟨hx0, fun w hw hne => ?_⟩
    have h1 : 0 < x - 1 := by linarith
    have q : 0 < w ^ 2 + 2 * (x - 1) * w + x * (x - 1) := by
      nlinarith [mul_pos h1 hw, mul_pos hx0 h1, sq_nonneg w]
    have hsq : 0 < (w - x) ^ 2 := sq_pos_of_ne_zero (sub_ne_zero.mpr hne)
    have hpos := div_pos (mul_pos hsq q) (by positivity : 0 < 2 * w ^ 2)
    rw [← energy_sub hx0 hw h] at hpos
    linarith
  refine ⟨fun hz => ?_, fun h => key z h.1 h.2⟩
  -- two distinct unique minimisers would each lie strictly below the other
  obtain ⟨x, hx, h⟩ := exists_stationary hr
  have hxm := key x hx h
  by_cases hzx : z = x
  · rw [hzx]
    exact ⟨hx, h⟩
  · exact absurd (hz.2 x hxm.1 (Ne.symm hzx)) (not_lt_of_ge (hxm.2 z hz.1 hzx).le)
```

**A:** This equivalence excludes it. `key` is the direction you have seen: the quadratic factor `q` and the square `hsq` are positive, hence so is the energy difference. For the converse, take a minimiser \(z\) and the root \(x\) from the previous lemma. If they differed, each would have strictly lower energy than the other. So they agree, and \(z\) inherits both properties without any differentiation of the energy.

**Q:** How does the dependence on the radius come out?

```lean
/-- Of two confinement radii `0 < r < s`, the larger has the smaller optimal exponent. -/
theorem minimiser_lt {r s z w : ℝ} (hr : 0 < r) (hrs : r < s)
    (hz : IsUniqueMinimiser r z) (hw : IsUniqueMinimiser s w) : w < z := by
  have hs : 0 < s := hr.trans hrs
  obtain ⟨hz1, ez⟩ := (isUniqueMinimiser_iff hr).mp hz
  obtain ⟨hw1, ew⟩ := (isUniqueMinimiser_iff hs).mp hw
  have hlt : 6 / s ^ 2 < 6 / r ^ 2 := by gcongr
  by_contra hcon
  have hle : z ≤ w := le_of_not_gt hcon
  have hw0 : 0 < w := by linarith
  have hmono : z ^ 3 * (z - 1) ≤ w ^ 3 * (w - 1) :=
    mul_le_mul (pow_le_pow_left₀ (by linarith) hle 3) (by linarith) (by linarith) (by positivity)
  linarith
```

**A:** In this lemma \(r<s\) are two confinement radii, with minimisers \(z\) and \(w\) respectively. If \(z\le w\), monotonicity gives \(z^3(z-1)\le w^3(w-1)\), that is \(6/r^2\le6/s^2\), which contradicts \(r<s\). Hence \(w<z\).

```lean
/-- The optimal exponent tends to 1 as the confinement radius tends to infinity. -/
theorem minimiser_tendsto_one {ζ : ℝ → ℝ} (hζ : ∀ r, 0 < r → IsUniqueMinimiser r (ζ r)) :
    Tendsto ζ atTop (𝓝 1) := by
  have h0 : Tendsto (fun r : ℝ => 6 / r ^ 2) atTop (𝓝 0) :=
    tendsto_const_nhds.div_atTop (tendsto_pow_atTop two_ne_zero)
  have hup : Tendsto (fun r : ℝ => 1 + 6 / r ^ 2) atTop (𝓝 1) := by
    simpa using h0.const_add 1
  -- squeeze: 1 < ζ and ζ - 1 ≤ ζ^3 (ζ - 1) = 6/r^2
  refine tendsto_of_tendsto_of_tendsto_of_le_of_le' tendsto_const_nhds hup ?_ ?_
  · filter_upwards [eventually_gt_atTop 0] with r hr
    exact ((isUniqueMinimiser_iff hr).mp (hζ r hr)).1.le
  · filter_upwards [eventually_gt_atTop 0] with r hr
    obtain ⟨h1, e⟩ := (isUniqueMinimiser_iff hr).mp (hζ r hr)
    have hp : 1 ≤ ζ r ^ 3 := one_le_pow₀ h1.le
    nlinarith [mul_nonneg (sub_nonneg.mpr hp) (sub_nonneg.mpr h1.le)]
```

**A:** For the limit, \(\zeta\) is squeezed between 1 and \(1+6/r^2\), where \(r\) is again the confinement radius. The upper bound uses \(\zeta^3\ge1\).

**Q:** That lemma assumes a function `ζ` that picks out the minimisers. Who supplies it?

```lean
/-- For each confinement radius `r0 > 0` the trial energy has a unique minimiser `ζ r0` among
positive exponents. It exceeds 1, satisfies `ζ^3 (ζ - 1) = 6/r0^2`, strictly decreases with `r0`,
and tends to 1 as `r0` tends to infinity. -/
theorem confined_orbital_exponent :
    ∃ ζ : ℝ → ℝ,
      (∀ r0, 0 < r0 → IsUniqueMinimiser r0 (ζ r0) ∧ 1 < ζ r0 ∧
        ζ r0 ^ 3 * (ζ r0 - 1) = 6 / r0 ^ 2) ∧
      StrictAntiOn ζ (Ioi 0) ∧ Tendsto ζ atTop (𝓝 1) := by
  have hex : ∀ r0 : ℝ, ∃ z : ℝ, 0 < r0 → 1 < z ∧ z ^ 3 * (z - 1) = 6 / r0 ^ 2 := by
    intro r0
    by_cases hr : 0 < r0
    · obtain ⟨z, hz⟩ := exists_stationary hr
      exact ⟨z, fun _ => hz⟩
    · exact ⟨0, fun h => absurd h hr⟩
  choose ζ h using hex
  have hζ : ∀ r, 0 < r → IsUniqueMinimiser r (ζ r) := fun r hr =>
    (isUniqueMinimiser_iff hr).mpr (h r hr)
  exact ⟨ζ, fun r hr => ⟨hζ r hr, h r hr⟩,
    fun r hr s hs hrs => minimiser_lt hr hrs (hζ r hr) (hζ s hs), minimiser_tendsto_one hζ⟩
```

**A:** The main theorem does. `choose` selects a root for each positive radius, and the equivalence turns each root into the unique minimiser. On positive radii there is therefore only one such function; its values elsewhere are arbitrary and carry no physics. The two preceding lemmas complete the statement.

**Q:** Can you say how fast the free-atom exponent is recovered?

```lean
/-- For weak confinement the optimal exponent exceeds 1 by `6/r0^2` to leading order:
`r0^2 (ζ - 1)` tends to 6 as `r0` tends to infinity. -/
theorem weak_confinement {ζ : ℝ → ℝ} (hζ : ∀ r, 0 < r → IsUniqueMinimiser r (ζ r)) :
    Tendsto (fun r => r ^ 2 * (ζ r - 1)) atTop (𝓝 6) := by
  have h1 : Tendsto (fun r => 6 / ζ r ^ 3) atTop (𝓝 (6 / 1 ^ 3)) :=
    tendsto_const_nhds.div ((minimiser_tendsto_one hζ).pow 3) (by norm_num)
  rw [show (6 : ℝ) / 1 ^ 3 = 6 by norm_num] at h1
  refine h1.congr' ?_
  filter_upwards [eventually_gt_atTop 0] with r hr
  have e := ((isUniqueMinimiser_iff hr).mp (hζ r hr)).2
  have hpos : 0 < ζ r := (hζ r hr).1
  rw [eq_div_iff (by positivity)] at e
  rw [div_eq_iff (by positivity)]
  linear_combination -e

end

end ConfinedHydrogen
```

**A:** Yes, the excess over 1 is \(6/r_0^2\) to leading order. The proof rewrites \(r^2(\zeta-1)\) as \(6/\zeta^3\) by the quartic condition and inserts the limit \(\zeta\to1\).

```lean
#print axioms ConfinedHydrogen.confined_orbital_exponent
#print axioms ConfinedHydrogen.weak_confinement
```

```
'ConfinedHydrogen.confined_orbital_exponent' depends on axioms: [propext, Classical.choice, Quot.sound]
'ConfinedHydrogen.weak_confinement' depends on axioms: [propext, Classical.choice, Quot.sound]
```
